# Contact limit of one imaginary frequency's contribution to the nonretarded Lifshitz energy, for a wavevector-independent reflection product 0 < A < 1: finite with a wavevector cutoff, minus infinity without

Local response is represented here by a single real number $A$, the product of the reflection amplitudes of two half-spaces, which doesn't depend on the wavevector $k$ parallel to the surfaces. In a local theory the permittivity depends on frequency alone. At a fixed imaginary frequency, and with retardation neglected, a half-space of permittivity $\epsilon_1$ facing a gap of permittivity $\epsilon_m$ therefore has the amplitude $(\epsilon_1-\epsilon_m)/(\epsilon_1+\epsilon_m)$ for every $k$. The energy studied below is the contribution of one such frequency; the sum or integral over frequencies is not carried out.

The condition $0<A<1$ is assumed throughout. Positive $A$ means that the two amplitudes have the same sign, which gives attraction. The bound $A<1$ keeps $\ln(1-A)$ finite. It excludes the limit of two perfect conductors, and with it the zero-frequency term of two metals across vacuum, whose local permittivities diverge there.

```lean
import Mathlib

open Filter Topology MeasureTheory Set

namespace LifshitzContact

noncomputable section
```

## The energy of a mode and its two integrals

At separation $d$, the modes of wavevector $k$ contribute

$$u_d(k)=k\,\ln\!\left(1-A e^{-2kd}\right),$$

up to a positive prefactor that depends on neither $k$ nor $d$. The factor $k$ comes from integrating over the directions of a two-dimensional wavevector. In Lean, `modeEnergy A d k` is $u_d(k)$, with all arguments real; the ranges considered here enter as hypotheses of the theorems.

```lean
/-- Contribution of wavevector `k` to the interaction energy at separation `d` and one imaginary
frequency, up to a positive prefactor, where `A` is the product of the two reflection amplitudes.
Only `0 < A < 1`, `k ≥ 0` and `d ≥ 0` are considered here. -/
def modeEnergy (A d k : ℝ) : ℝ := k * Real.log (1 - A * Real.exp (-2 * k * d))
```

A sharp cutoff $Q$ keeps only the wavevectors below it:

$$E_Q(d)=\int_0^Q u_d(k)\,dk .$$

It stands for the short-wavelength limit of the continuum description, and its value is an input to the model.

```lean
/-- Contribution of one imaginary frequency to the interaction energy at separation `d`, up to a
positive prefactor, from the wavevectors between `0` and the cutoff `Q ≥ 0`. -/
def cutoffEnergy (A Q d : ℝ) : ℝ := ∫ k in (0 : ℝ)..Q, modeEnergy A d k
```

Without a cutoff, the same integrand is taken over all positive wavevectors:

$$E_\infty(d)=\int_0^\infty u_d(k)\,dk .$$

The set `Ioi 0` is the open half-line $k>0$. Lean assigns the value zero to an integral that doesn't converge, so the convergence of this one for $d>0$ is proved separately below.

```lean
/-- Contribution of one imaginary frequency to the local-response interaction energy at separation
`d > 0`, up to a positive prefactor, with all wavevectors `k > 0` included. -/
def fullEnergy (A d : ℝ) : ℝ := ∫ k in Ioi (0 : ℝ), modeEnergy A d k
```

## Each mode near contact

For $k,d\ge 0$ the exponent $-2kd$ is not positive, hence $0<e^{-2kd}\le 1$. Multiplying by $A>0$ and subtracting from one gives

$$1-A\;\le\;1-Ae^{-2kd}\;\le\;1 .$$

The lower bound keeps the logarithm away from its singularity, and the upper bound makes every mode energy nonpositive.

```lean
/-- For `A > 0` and `k, d ≥ 0`, the argument of the logarithm lies between its contact value `1 - A`
and `1`. -/
theorem log_argument_bounds {A d k : ℝ} (hA : 0 < A) (hk : 0 ≤ k) (hd : 0 ≤ d) :
    1 - A ≤ 1 - A * Real.exp (-2 * k * d) ∧ 1 - A * Real.exp (-2 * k * d) ≤ 1 := by
  have he : Real.exp (-2 * k * d) ≤ 1 :=
    Real.exp_le_one_iff.2 (by nlinarith [mul_nonneg hk hd])
  have hp := mul_pos hA (Real.exp_pos (-2 * k * d))
  have hm := mul_le_mul_of_nonneg_left he hA.le
  constructor <;> linarith
```

Write $y=1-Ae^{-2kd}$. Since $y\ge 1-A>0$ and the logarithm is increasing, $u_d(k)\ge k\ln(1-A)$. For the other direction, apply $\ln x\le x-1$ to the ratio $x=y/(1-A)$, and then $1-e^{-t}\le t$ with $t=2kd$:

$$\ln y-\ln(1-A)\;\le\;\frac{y}{1-A}-1=\frac{A}{1-A}\left(1-e^{-2kd}\right)\;\le\;\frac{A}{1-A}\,2kd .$$

Multiplication by $k\ge0$ yields

$$k\ln(1-A)\;\le\;u_d(k)\;\le\;k\ln(1-A)+\frac{2A}{1-A}\,d\,k^2 .$$

In the proof, `h` is the logarithmic inequality, `h2` the algebraic identity in the middle and `h3` the bound on the exponential.

```lean
/-- For `0 < A < 1` and `k, d ≥ 0`, a mode energy is at least its contact value `k ln(1 - A)`
and exceeds it by at most a term linear in the separation. -/
theorem modeEnergy_bounds {A d k : ℝ} (hA : 0 < A) (hA1 : A < 1) (hk : 0 ≤ k) (hd : 0 ≤ d) :
    k * Real.log (1 - A) ≤ modeEnergy A d k ∧
      modeEnergy A d k ≤ k * Real.log (1 - A) + 2 * (A / (1 - A)) * d * k ^ 2 := by
  have h1 : 0 < 1 - A := by linarith
  have hb := (log_argument_bounds hA hk hd).1
  have hy := lt_of_lt_of_le h1 hb
  refine ⟨mul_le_mul_of_nonneg_left (Real.log_le_log h1 hb) hk, ?_⟩
  -- ln x ≤ x - 1, applied to the ratio of the two arguments
  have h := Real.log_le_sub_one_of_pos (div_pos hy h1)
  rw [Real.log_div hy.ne' h1.ne'] at h
  have h2 : (1 - A * Real.exp (-2 * k * d)) / (1 - A) - 1
      = A / (1 - A) * (1 - Real.exp (-2 * k * d)) := by
    rw [div_sub_one h1.ne', div_mul_eq_mul_div]
    congr 1
    ring
  have h3 : 1 - Real.exp (-2 * k * d) ≤ 2 * k * d := by
    linarith [Real.add_one_le_exp (-2 * k * d)]
  have h4 := mul_le_mul_of_nonneg_left h3 (div_pos hA h1).le
  have h5 : Real.log (1 - A * Real.exp (-2 * k * d))
      ≤ Real.log (1 - A) + A / (1 - A) * (2 * k * d) := by linarith
  calc modeEnergy A d k ≤ k * (Real.log (1 - A) + A / (1 - A) * (2 * k * d)) :=
        mul_le_mul_of_nonneg_left h5 hk
    _ = _ := by ring
```

For fixed $d\ge0$, $u_d$ is a product of continuous functions on $k\ge0$, because the argument of the logarithm is at least $1-A$ and so never vanishes. This continuity supplies integrability on $[0,Q]$ and measurability on the half-line.

```lean
/-- For `0 < A < 1` and `d ≥ 0`, the mode energy is continuous in the wavevector on `k ≥ 0`. -/
theorem modeEnergy_continuousOn {A d : ℝ} (hA : 0 < A) (hA1 : A < 1) (hd : 0 ≤ d) :
    ContinuousOn (modeEnergy A d) (Ici 0) := by
  unfold modeEnergy
  refine continuousOn_id.mul (ContinuousOn.log (by fun_prop) ?_)
  intro k hk
  have := (log_argument_bounds hA (mem_Ici.1 hk) hd).1
  exact ne_of_gt (by linarith)
```

## The finite contact value with a cutoff

Integrate the two bounds from $0$ to $Q$, using $\int_0^Q k\,dk=Q^2/2$ and $\int_0^Q k^2\,dk=Q^3/3$:

$$0\;\le\;E_Q(d)-\frac{Q^2}{2}\ln(1-A)\;\le\;\frac{2A\,Q^3}{3(1-A)}\,d .$$

The error is thus at most linear in the separation, with an explicit coefficient. The equalities `e1` and `e2` evaluate the elementary integrals, and `intervalIntegral.integral_mono_on` carries the pointwise inequalities over to the integrals.

```lean
/-- For `0 < A < 1` and `Q, d ≥ 0`, the cutoff energy is at least `(Q²/2) ln(1 - A)` and exceeds
it by at most `2 A Q³ d / (3 (1 - A))`. -/
theorem cutoffEnergy_bounds {A Q d : ℝ} (hA : 0 < A) (hA1 : A < 1) (hQ : 0 ≤ Q) (hd : 0 ≤ d) :
    Q ^ 2 / 2 * Real.log (1 - A) ≤ cutoffEnergy A Q d ∧
      cutoffEnergy A Q d ≤
        Q ^ 2 / 2 * Real.log (1 - A) + 2 * (A / (1 - A)) * d * (Q ^ 3 / 3) := by
  have hi : IntervalIntegrable (modeEnergy A d) volume 0 Q := by
    apply ContinuousOn.intervalIntegrable
    rw [uIcc_of_le hQ]
    exact (modeEnergy_continuousOn hA hA1 hd).mono fun k hk => hk.1
  have i1 : IntervalIntegrable (fun k : ℝ => k * Real.log (1 - A)) volume 0 Q :=
    (continuous_id.mul continuous_const).intervalIntegrable _ _
  have i2 : IntervalIntegrable (fun k : ℝ => 2 * (A / (1 - A)) * d * k ^ 2) volume 0 Q :=
    (continuous_const.mul (continuous_id.pow 2)).intervalIntegrable _ _
  have e1 : ∫ k in (0 : ℝ)..Q, k * Real.log (1 - A) = Q ^ 2 / 2 * Real.log (1 - A) := by
    rw [intervalIntegral.integral_mul_const, integral_id]
    ring
  have e2 : ∫ k in (0 : ℝ)..Q, 2 * (A / (1 - A)) * d * k ^ 2
      = 2 * (A / (1 - A)) * d * (Q ^ 3 / 3) := by
    rw [intervalIntegral.integral_const_mul, integral_pow]
    norm_num
  constructor
  · rw [← e1]
    exact intervalIntegral.integral_mono_on hQ i1 hi
      fun k hk => (modeEnergy_bounds hA hA1 hk.1 hd).1
  · rw [← e1, ← e2, ← intervalIntegral.integral_add i1 i2]
    exact intervalIntegral.integral_mono_on hQ hi (i1.add i2)
      fun k hk => (modeEnergy_bounds hA hA1 hk.1 hd).2
```

As $d\to0^+$ with $Q$ fixed, the right-hand side tends to zero, and squeezing gives

$$E_Q(d)\longrightarrow \frac{Q^2}{2}\ln(1-A).$$

The filter `𝓝[>] 0` expresses the approach to zero through positive separations, so the value at $d=0$ itself plays no part.

```lean
/-- For `0 < A < 1` and a cutoff `Q ≥ 0`, the energy tends to `(Q²/2) ln(1 - A)` at contact. -/
theorem cutoffEnergy_tendsto {A Q : ℝ} (hA : 0 < A) (hA1 : A < 1) (hQ : 0 ≤ Q) :
    Tendsto (cutoffEnergy A Q) (𝓝[>] 0) (𝓝 (Q ^ 2 / 2 * Real.log (1 - A))) := by
  have hc : Continuous fun d : ℝ =>
      Q ^ 2 / 2 * Real.log (1 - A) + 2 * (A / (1 - A)) * d * (Q ^ 3 / 3) :=
    continuous_const.add ((continuous_const.mul continuous_id).mul continuous_const)
  have hu := (hc.tendsto' 0 (Q ^ 2 / 2 * Real.log (1 - A)) (by simp)).mono_left
    (nhdsWithin_le_nhds (s := Ioi (0 : ℝ)))
  refine tendsto_of_tendsto_of_tendsto_of_le_of_le' tendsto_const_nhds hu ?_ ?_
  · filter_upwards [self_mem_nhdsWithin] with d hd
    exact (cutoffEnergy_bounds hA hA1 hQ (mem_Ioi.1 hd).le).1
  · filter_upwards [self_mem_nhdsWithin] with d hd
    exact (cutoffEnergy_bounds hA hA1 hQ (mem_Ioi.1 hd).le).2
```

## Convergence and divergence without a cutoff

At fixed $d>0$ the integral over all $k$ converges. With $y$ as before, $\ln y\ge 1-1/y$, and therefore

$$-\ln y\;\le\;\frac{1-y}{y}=\frac{Ae^{-2kd}}{y}\;\le\;\frac{Ae^{-2kd}}{1-A}.$$

Split $e^{-2kd}$ into two factors $e^{-kd}$. Since $kd\le e^{kd}$, one of them absorbs the growth of $k$, in the form $k e^{-kd}\le 1/d$. What remains is an integrable bound:

$$|u_d(k)|\;\le\;\frac{A}{(1-A)\,d}\,e^{-kd}.$$

Here `h2` is the logarithmic estimate, `h3` the absorption of $k$ and `h4` the splitting of the exponential. The closing `calc` combines them, and `Integrable.mono'` infers integrability from the bound. The coefficient $1/d$ grows without limit at contact, so the estimate serves each positive separation but gives no uniform control as $d\to0^+$.

```lean
/-- For `0 < A < 1` and separation `d > 0`, the integral over all wavevectors converges. -/
theorem modeEnergy_integrableOn {A d : ℝ} (hA : 0 < A) (hA1 : A < 1) (hd : 0 < d) :
    IntegrableOn (modeEnergy A d) (Ioi 0) := by
  have h1 : 0 < 1 - A := by linarith
  have hg := (exp_neg_integrableOn_Ioi 0 hd).const_mul (A / (1 - A) / d)
  refine Integrable.mono' hg (((modeEnergy_continuousOn hA hA1 hd.le).mono
    Ioi_subset_Ici_self).aestronglyMeasurable measurableSet_Ioi) ?_
  refine ae_restrict_of_forall_mem measurableSet_Ioi fun k hk => ?_
  have hk0 : 0 < k := hk
  obtain ⟨hb, hb1⟩ := log_argument_bounds hA hk0.le hd.le
  have hy := lt_of_lt_of_le h1 hb
  have hlog := Real.log_nonpos hy.le hb1
  -- -ln y ≤ (1 - y) / y ≤ (1 - y) / (1 - A)
  have h2 : -Real.log (1 - A * Real.exp (-2 * k * d))
      ≤ A * Real.exp (-2 * k * d) / (1 - A) := by
    have h := Real.one_sub_inv_le_log_of_pos hy
    have h' : (1 - A * Real.exp (-2 * k * d))⁻¹ - 1
        = A * Real.exp (-2 * k * d) / (1 - A * Real.exp (-2 * k * d)) := by
      rw [inv_eq_one_div, div_sub_one hy.ne']
      congr 1
      ring
    have h'' : A * Real.exp (-2 * k * d) / (1 - A * Real.exp (-2 * k * d))
        ≤ A * Real.exp (-2 * k * d) / (1 - A) :=
      div_le_div_of_nonneg_left (by positivity) h1 hb
    linarith
  -- one factor exp(-kd) absorbs the growth of k
  have h3 : k * Real.exp (-d * k) ≤ 1 / d := by
    rw [le_div_iff₀ hd]
    have hx : Real.exp (-d * k) * Real.exp (d * k) = 1 := by
      rw [← Real.exp_add]
      simp
    nlinarith [Real.add_one_le_exp (d * k), Real.exp_pos (-d * k)]
  have h4 : Real.exp (-2 * k * d) = Real.exp (-d * k) * Real.exp (-d * k) := by
    rw [← Real.exp_add]
    congr 1
    ring
  have h5 : ‖modeEnergy A d k‖ = k * -Real.log (1 - A * Real.exp (-2 * k * d)) := by
    rw [modeEnergy, Real.norm_eq_abs, abs_mul, abs_of_pos hk0, abs_of_nonpos hlog]
  rw [h5]
  calc k * -Real.log (1 - A * Real.exp (-2 * k * d))
      ≤ k * (A * Real.exp (-2 * k * d) / (1 - A)) := mul_le_mul_of_nonneg_left h2 hk0.le
    _ = A / (1 - A) * Real.exp (-d * k) * (k * Real.exp (-d * k)) := by rw [h4]; ring
    _ ≤ A / (1 - A) * Real.exp (-d * k) * (1 / d) :=
        mul_le_mul_of_nonneg_left h3 (by positivity)
    _ = A / (1 - A) / d * Real.exp (-d * k) := by ring
```

Every mode energy is nonpositive, so leaving out the modes with $k>Q$ can only raise the total:

$$E_\infty(d)\;\le\;E_Q(d)\qquad(d>0,\ Q\ge0).$$

The proof applies monotonicity in the domain of integration to the nonnegative function $-u_d$, on $(0,Q]$ inside $(0,\infty)$, and then reverses the signs.

```lean
/-- For `0 < A < 1`, `Q ≥ 0` and `d > 0`, the full energy is at most the cutoff energy. -/
theorem fullEnergy_le_cutoffEnergy {A Q d : ℝ} (hA : 0 < A) (hA1 : A < 1) (hQ : 0 ≤ Q)
    (hd : 0 < d) : fullEnergy A d ≤ cutoffEnergy A Q d := by
  have h := setIntegral_mono_set (μ := volume) (s := Ioc 0 Q) (t := Ioi 0)
    (f := fun k => -modeEnergy A d k) (modeEnergy_integrableOn hA hA1 hd).neg
    (ae_restrict_of_forall_mem measurableSet_Ioi fun k hk => by
      have hk0 : 0 < k := hk
      obtain ⟨hb, hb1⟩ := log_argument_bounds hA hk0.le hd.le
      have := mul_nonpos_of_nonneg_of_nonpos hk0.le (Real.log_nonpos (by linarith) hb1)
      simpa [modeEnergy] using this)
    (LE.le.eventuallyLE fun k hk => hk.1)
  rw [integral_neg, integral_neg] at h
  rw [fullEnergy, cutoffEnergy, intervalIntegral.integral_of_le hQ]
  linarith
```

The divergence follows by comparing $E_\infty$ with a suitable cutoff energy. Let $M$ be any real number and put $L=\ln(1-A)<0$. Choose

$$Q=1-\frac{2|M|}{L}\;\ge\;1,\qquad\text{so that}\qquad QL=L-2|M| .$$

Because $Q^2\ge Q$ and $L<0$,

$$\frac{Q^2}{2}L\;\le\;\frac{Q}{2}L=\frac{L}{2}-|M|\;<\;M .$$

The contact limit of $E_Q$ lies below $M$, hence $E_Q(d)<M$ for all sufficiently small $d>0$, and $E_\infty(d)\le E_Q(d)<M$ there. As $M$ was arbitrary, $E_\infty(d)\to-\infty$.

The theorem `contact_energy_needs_cutoff` joins three statements for a given $A$ with $0<A<1$:

- for every $Q>0$, the cutoff energy tends to $(Q^2/2)\ln(1-A)$ at contact;
- for every $d>0$, the integral defining the full energy converges;
- the full energy tends to minus infinity at contact, which Lean writes as convergence to `atBot`.

The order of choices matters in the proof: $Q$ is fixed first, depending on $M$, and only then is $d$ made small. The lines that obtain `Q` and prove `hM` are the computation above, and `filter_upwards` selects the small separations.

The theorem compares a sharp cutoff with none. It doesn't treat reflection amplitudes that vary with $k$, as in a nonlocal description, or the short-range repulsion and chemical bonding that also contribute to real adhesion.

```lean
/-- Let `0 < A < 1`. At contact the energy with any cutoff `Q > 0` tends to `(Q²/2) ln(1 - A)`,
whereas the full energy, a convergent integral at each `d > 0`, tends to minus infinity. -/
theorem contact_energy_needs_cutoff {A : ℝ} (hA : 0 < A) (hA1 : A < 1) :
    (∀ Q > 0, Tendsto (cutoffEnergy A Q) (𝓝[>] 0) (𝓝 (Q ^ 2 / 2 * Real.log (1 - A)))) ∧
      (∀ d > 0, IntegrableOn (modeEnergy A d) (Ioi 0)) ∧
      Tendsto (fullEnergy A) (𝓝[>] 0) atBot := by
  refine ⟨fun Q hQ => cutoffEnergy_tendsto hA hA1 (le_of_lt hQ),
    fun d hd => modeEnergy_integrableOn hA hA1 hd, tendsto_atBot.2 fun M => ?_⟩
  have hc : Real.log (1 - A) < 0 := Real.log_neg (by linarith) (by linarith)
  -- a cutoff so large that its contact energy already lies below M
  obtain ⟨Q, hQ1, hQc⟩ : ∃ Q : ℝ, 1 ≤ Q ∧
      Q * Real.log (1 - A) = Real.log (1 - A) - 2 * |M| := by
    refine ⟨1 - 2 * |M| / Real.log (1 - A), ?_, ?_⟩
    · have := div_nonpos_of_nonneg_of_nonpos (by positivity : 0 ≤ 2 * |M|) hc.le
      linarith
    · rw [sub_mul, div_mul_cancel₀ _ hc.ne, one_mul]
  have hQ0 : 0 ≤ Q := by linarith
  have hM : Q ^ 2 / 2 * Real.log (1 - A) < M := by
    have := mul_nonneg (mul_nonneg hQ0 (sub_nonneg.2 hQ1)) (neg_nonneg.2 hc.le)
    nlinarith [neg_abs_le M]
  filter_upwards [(cutoffEnergy_tendsto hA hA1 hQ0).eventually_lt_const hM,
    self_mem_nhdsWithin] with d h hd
  exact (fullEnergy_le_cutoffEnergy hA hA1 hQ0 hd).trans h.le
```

## Identical media

When both half-spaces have the same reflection amplitude $D$, the product is $A=D^2$. For $0<D<1$ this lies between zero and one, and for every $Q>0$ the result reads, as $d\to0^+$,

$$\int_0^Q k\ln\!\left(1-D^2e^{-2kd}\right)dk\longrightarrow\frac{Q^2}{2}\ln(1-D^2),$$

$$\int_0^\infty k\ln\!\left(1-D^2e^{-2kd}\right)dk\longrightarrow-\infty .$$

The Lean statement writes both integrals out in full, so it can be read without the earlier definitions. A negative amplitude with $-1<D<0$ has the same square, and the preceding theorem applies to it with $A=D^2$.

For continuum estimates of adhesion, this means that in the nonretarded model with a constant amplitude at one frequency, the contact energy is proportional to $Q^2$ and so depends directly on the cutoff supplied.

```lean
/-- For identical media with reflection amplitude `0 < D < 1`, the energy with cutoff `Q > 0`
tends to `(Q²/2) ln(1 - D²)` at contact, and the full energy tends to minus infinity. -/
theorem identical_media {D Q : ℝ} (hD : 0 < D) (hD1 : D < 1) (hQ : 0 < Q) :
    Tendsto (fun d => ∫ k in (0 : ℝ)..Q, k * Real.log (1 - D ^ 2 * Real.exp (-2 * k * d)))
        (𝓝[>] 0) (𝓝 (Q ^ 2 / 2 * Real.log (1 - D ^ 2))) ∧
      Tendsto (fun d => ∫ k in Ioi (0 : ℝ), k * Real.log (1 - D ^ 2 * Real.exp (-2 * k * d)))
        (𝓝[>] 0) atBot := by
  have h := contact_energy_needs_cutoff (A := D ^ 2) (by positivity) (by nlinarith)
  exact ⟨h.1 Q hQ, h.2.2⟩

end

end LifshitzContact
```

```lean
#print axioms LifshitzContact.contact_energy_needs_cutoff
-- 'LifshitzContact.contact_energy_needs_cutoff' depends on axioms: [propext, Classical.choice, Quot.sound]
#print axioms LifshitzContact.identical_media
-- 'LifshitzContact.identical_media' depends on axioms: [propext, Classical.choice, Quot.sound]
```
